# A two-body fermionic Hamiltonian as reference energy plus normal-ordered Fock and interaction terms

Relative to a reference determinant, the bare two-electron operator hides a constant and a one-body operator. Keeping h and dropping the two-electron operator therefore loses the mean field as well, and adding up the occupied diagonal elements of the Fock matrix counts the interaction energy twice. Normal ordering relative to a determinant separates the three contributions:

H = Σ h_pq a_p†a_q + ¼ Σ v_pqrs a_p†a_q†a_s a_r = E0 + Σ f_pq {pq} + ¼ Σ v_pqrs {pqsr}

f_pq = h_pq + Σ_i v_piqi,  E0 = Σ_i h_ii + ½ Σ_ij v_ijij

Here h_pq are the one-body matrix elements and v_pqrs the antisymmetrised two-body ones, the spin orbitals are orthonormal, i, j run over the occupied ones, and {pq} and {pqsr} are the normal-ordered forms of a_p†a_q and a_p†a_q†a_s a_r. For a finite orbital set and a single-determinant reference, this is the form of H from which coupled-cluster and many-body perturbation theory are commonly developed.

In Lean 4 with Mathlib:

```lean
import Mathlib

open Matrix

namespace NormalOrderedHamiltonian

noncomputable section

variable {ι A : Type*} [DecidableEq ι] [Ring A] [Algebra ℂ A]
```

## Anticommutation: fermions in orthonormal orbitals

`CAR a c` states the fermionic relations, with `a p` for a_p and `c p` for a_p†. The δ_pq in the mixed relation expresses orthonormality of the orbitals. The operators live in any complex algebra `A`, and `c p` need not be an adjoint.

```lean
/-- The canonical anticommutation relations for annihilators `a p` and creators `c p`. -/
structure CAR (a c : ι → A) : Prop where
  ann_ann : ∀ p q, a p * a q + a q * a p = 0
  cre_cre : ∀ p q, c p * c q + c q * c p = 0
  cre_ann : ∀ p q, c p * a q + a q * c p = (if p = q then (1 : ℂ) else 0) • (1 : A)
```

## Occupations of zero or one

The reference enters through a set `O` of occupied orbitals. With n_p = 1 on `O` and 0 elsewhere, the contraction is γ_pq = δ_pq n_p. No Hartree–Fock condition is imposed, so the elements of f between occupied and empty orbitals need not vanish.

```lean
/-- The contraction `γ_pq = δ_pq n_p`, where `n_p` is 1 on the occupied set `O` and 0 elsewhere. -/
def contraction (O : Finset ι) (p q : ι) : ℂ :=
  if p = q then (if p ∈ O then 1 else 0) else 0
```

Each operator is wholly a quasiparticle creator or wholly an annihilator, stored as a pair (creating part, annihilating part). For fractional occupations this assignment is unavailable, and thermal references are not covered.

```lean
/-- The operator `a_p†` split into (quasiparticle creating part, annihilating part):
it annihilates a hole if `p` is occupied and creates a particle otherwise. -/
def cre (O : Finset ι) (c : ι → A) (p : ι) : A × A :=
  if p ∈ O then (0, c p) else (c p, 0)

/-- The operator `a_p` split into (quasiparticle creating part, annihilating part):
it creates a hole if `p` is occupied and annihilates a particle otherwise. -/
def ann (O : Finset ι) (a : ι → A) (p : ι) : A × A :=
  if p ∈ O then (a p, 0) else (0, a p)
```

`normalOrder` works through a string recursively. A creating part stays to the left of the operators after it; an annihilating part moves to their right, with a minus sign for each operator passed. The contraction formulas are therefore consequences, not definitions.

```lean
/-- Normal ordering of a string of split operators: the creating part of each goes to the left
of the operators after it, the annihilating part to their right, with the fermionic sign. -/
def normalOrder : List (A × A) → A
  | [] => 1
  | x :: l => x.1 * normalOrder l + (-1) ^ l.length * (normalOrder l * x.2)

omit [Algebra ℂ A] in
/-- In a normal-ordered string a leading `a_p†` moves to the far right with its sign if `p` is
occupied, and stays at the left if `p` is empty. -/
theorem normalOrder_cre_cons (O : Finset ι) (c : ι → A) (p : ι) (l : List (A × A)) :
    (p ∈ O → normalOrder (cre O c p :: l) = (-1) ^ l.length * (normalOrder l * c p)) ∧
    (p ∉ O → normalOrder (cre O c p :: l) = c p * normalOrder l) := by
  constructor <;> intro hp <;> simp [normalOrder, cre, hp]
```

## Where anticommutation produces the contractions

For occupied p we have δ_pq = γ_pq, so

a_q a_p† = γ_pq − a_p†a_q

This is `exchange_occupied`.

```lean
/-- Exchanging `a_q` with `a_p†` for an occupied orbital `p` produces the contraction `γ_pq`. -/
theorem exchange_occupied {a c : ι → A} (h : CAR a c) {O : Finset ι} {p : ι} (hp : p ∈ O)
    (q : ι) : a q * c p = contraction O p q • (1 : A) - c p * a q := by
  simp only [contraction, if_pos hp]
  rw [← h.cre_ann p q]
  abel
```

If p is occupied, {pq} = −a_q a_p† = a_p†a_q − γ_pq. If p is empty, {pq} = a_p†a_q and γ_pq = 0. The same formula holds in both cases, and `wick_pair` makes the same split.

Without anticommutation it fails: for one occupied orbital and a = a† = 0 in ℂ, the reordered pair is 0, but the formula gives −1.

```lean
/-- Wick's theorem for one creator and one annihilator: `{pq} = a_p† a_q - γ_pq`. -/
theorem wick_pair {a c : ι → A} (h : CAR a c) (O : Finset ι) (p q : ι) :
    normalOrder [cre O c p, ann O a q] = c p * a q - contraction O p q • (1 : A) := by
  have hs : normalOrder [ann O a q] = a q := by
    by_cases hq : q ∈ O <;> simp [normalOrder, ann, hq]
  by_cases hp : p ∈ O
  · rw [(normalOrder_cre_cons O c p _).1 hp, hs, exchange_occupied h hp]
    simp
  · rw [(normalOrder_cre_cons O c p _).2 hp, hs]
    simp [contraction, hp]
```

For four operators, start with the two annihilators. Normal ordering either leaves them in place or swaps them with a minus sign, and by anticommutation both give the same product, so {a_s a_r} = a_s a_r (`h2`). Moving an occupied a_t† through them (`mv`) gives

a_s a_r a_t† = a_t†a_s a_r + γ_tr a_s − γ_ts a_r

Hence, for q occupied or empty (`h3`),

{a_q†a_s a_r} = a_q†a_s a_r + γ_qr a_s − γ_qs a_r

For occupied p, {pqsr} = −{a_q†a_s a_r} a_p†. Moving a_p† back to the left, and using a_q†a_p† = −a_p†a_q†, gives

{pqsr} = a_p†a_q†a_s a_r − γ_qs a_p†a_r − γ_pr a_q†a_s + γ_ps a_q†a_r + γ_qr a_p†a_s + γ_prγ_qs − γ_psγ_qr

For empty p, {pqsr} = a_p†{a_q†a_s a_r}, which agrees because every γ with first index p vanishes. Substituting a_p†a_q = {pq} + γ_pq in the four one-body terms gives

{pqsr} = a_p†a_q†a_s a_r − γ_qs{pr} − γ_pr{qs} + γ_ps{qr} + γ_qr{ps} − γ_prγ_qs + γ_psγ_qr

This is `wick_four`; its final `module` calls collect the coefficients.

```lean
/-- Wick's theorem for the two-body string: `{pqsr}` is `a_p† a_q† a_s a_r` minus its singly
contracted normal-ordered terms and its fully contracted terms, with their signs. -/
theorem wick_four {a c : ι → A} (h : CAR a c) (O : Finset ι) (p q r s : ι) :
    normalOrder [cre O c p, cre O c q, ann O a s, ann O a r] =
      c p * c q * a s * a r
      - contraction O q s • normalOrder [cre O c p, ann O a r]
      - contraction O p r • normalOrder [cre O c q, ann O a s]
      + contraction O p s • normalOrder [cre O c q, ann O a r]
      + contraction O q r • normalOrder [cre O c p, ann O a s]
      - (contraction O p r * contraction O q s) • (1 : A)
      + (contraction O p s * contraction O q r) • (1 : A) := by
  have hx : a s * a r = -(a r * a s) := eq_neg_of_add_eq_zero_left (h.ann_ann s r)
  have hcc : c q * c p = -(c p * c q) := eq_neg_of_add_eq_zero_left (h.cre_cre q p)
  -- normal ordering leaves the product of two annihilators unchanged
  have h2 : normalOrder [ann O a s, ann O a r] = a s * a r := by
    by_cases hs : s ∈ O
    · by_cases hr : r ∈ O <;> simp [normalOrder, ann, hs, hr]
    · by_cases hr : r ∈ O <;> simp [normalOrder, ann, hs, hr, hx]
  -- moving an occupied creator through both annihilators
  have mv : ∀ t ∈ O, a s * a r * c t =
      c t * (a s * a r) + contraction O t r • a s - contraction O t s • a r := by
    intro t ht
    rw [mul_assoc, exchange_occupied h ht r, mul_sub, mul_smul_comm, mul_one, ← mul_assoc,
      exchange_occupied h ht s, sub_mul, smul_mul_assoc, one_mul, mul_assoc]
    abel
  have h3 : normalOrder [cre O c q, ann O a s, ann O a r] =
      c q * (a s * a r) + contraction O q r • a s - contraction O q s • a r := by
    by_cases hq : q ∈ O
    · rw [(normalOrder_cre_cons O c q _).1 hq, h2, mv q hq]
      simp
    · rw [(normalOrder_cre_cons O c q _).2 hq, h2]
      simp [contraction, hq]
  simp only [wick_pair h]
  by_cases hp : p ∈ O
  · have h1 : (-1 : A) ^ 3 = -1 := Odd.neg_one_pow (by decide)
    rw [(normalOrder_cre_cons O c p _).1 hp, h3]
    change (-1 : A) ^ 3 * _ = _
    rw [h1, neg_one_mul, sub_mul, add_mul, smul_mul_assoc, smul_mul_assoc, mul_assoc (c q),
      mv p hp, exchange_occupied h hp s, exchange_occupied h hp r]
    simp only [mul_sub, mul_add, mul_smul_comm]
    rw [← mul_assoc (c q) (c p), hcc, neg_mul, ← mul_assoc (c p * c q)]
    module
  · have z : ∀ t, contraction O p t = 0 := fun t => by simp [contraction, hp]
    rw [(normalOrder_cre_cons O c p _).2 hp, h3]
    simp only [z, mul_sub, mul_add, mul_smul_comm, ← mul_assoc]
    module
```

## Antisymmetry of the interaction

The hypotheses `hv₁` and `hv₂` say v_pqrs = −v_qprs and v_pqrs = −v_pqsr: v holds antisymmetrised matrix elements, direct minus exchange. `Fintype ι` makes the orbital set finite. Neither h nor v has to be Hermitian, so `refEnergy` is a complex number.

```lean
variable [Fintype ι]

/-- The Hamiltonian `Σ h_pq a_p† a_q + ¼ Σ v_pqrs a_p† a_q† a_s a_r`. -/
def hamiltonian (a c : ι → A) (h : ι → ι → ℂ) (v : ι → ι → ι → ι → ℂ) : A :=
  ∑ p, ∑ q, h p q • (c p * a q) +
    (1 / 4 : ℂ) • ∑ p, ∑ q, ∑ r, ∑ s, v p q r s • (c p * c q * a s * a r)

/-- The Fock matrix `f_pq = h_pq + Σ_i v_piqi`, with `i` occupied. -/
def fock (O : Finset ι) (h : ι → ι → ℂ) (v : ι → ι → ι → ι → ℂ) (p q : ι) : ℂ :=
  h p q + ∑ i ∈ O, v p i q i

/-- The reference energy `E0 = Σ_i h_ii + ½ Σ_ij v_ijij`, with `i, j` occupied. -/
def refEnergy (O : Finset ι) (h : ι → ι → ℂ) (v : ι → ι → ι → ι → ℂ) : ℂ :=
  ∑ i ∈ O, h i i + (1 / 2) * ∑ i ∈ O, ∑ j ∈ O, v i j i j
```

A sum against γ is a trace over occupied orbitals:

```lean
/-- Summing a matrix against the contraction gives its trace over the occupied orbitals. -/
theorem sum_contraction (O : Finset ι) (g : ι → ι → ℂ) (x : A) :
    ∑ p, ∑ q, g p q • contraction O p q • x = (∑ i ∈ O, g i i) • x := by
  rw [Finset.sum_smul]
  simp [contraction, ite_smul, smul_ite, Finset.sum_ite_mem]
```

The one-body term gives Σ h_pq{pq} + Σ_i h_ii. Solving the four-operator formula for the bare string and summing with v leaves four single contractions. After relabelling the free indices as p, q, their coefficients of {pq} are

γ_qs term: Σ_i v_piqi

γ_pr term: Σ_i v_ipiq = Σ_i v_piqi

γ_ps term: −Σ_i v_ipqi = Σ_i v_piqi

γ_qr term: −Σ_i v_piiq = Σ_i v_piqi

The prefactor ¼ turns their sum into one mean field. The double contractions give

¼ Σ_ij (v_ijij − v_ijji) = ½ Σ_ij v_ijij

In the proof, `D1` to `D4` are these four sums. They also handle the double contractions, with the second γ as the remaining factor.

Without antisymmetry the identity fails. Occupy both of two modes, set h = 0, and let v_0101 = 1 be the only non-zero element. Then H = ¼ a_0†a_1†a_1a_0 has the value ¼ on the doubly occupied state, whereas E0 = ½ and the normal-ordered terms vanish there. Adding v_1001 = −1 restores antisymmetry in the first pair only. The energy is now right, but f_00 = 1 and f_11 = 0, although H treats the two modes alike.

```lean
/-- The normal-ordered Hamiltonian: for `v` antisymmetric in each index pair,
`H = E0 + Σ f_pq {pq} + ¼ Σ v_pqrs {pqsr}`. -/
theorem hamiltonian_eq_normalOrdered {a c : ι → A} (hc : CAR a c) (O : Finset ι)
    (h : ι → ι → ℂ) (v : ι → ι → ι → ι → ℂ)
    (hv₁ : ∀ p q r s, v p q r s = -v q p r s) (hv₂ : ∀ p q r s, v p q r s = -v p q s r) :
    hamiltonian a c h v = refEnergy O h v • (1 : A)
      + ∑ p, ∑ q, fock O h v p q • normalOrder [cre O c p, ann O a q]
      + (1 / 4 : ℂ) • ∑ p, ∑ q, ∑ r, ∑ s,
          v p q r s • normalOrder [cre O c p, cre O c q, ann O a s, ann O a r] := by
  -- the four single contractions all give the same mean field, up to sign
  have D1 : ∀ X : ι → ι → A, ∑ p, ∑ q, ∑ r, ∑ s, v p q r s • contraction O q s • X p r =
      ∑ p, ∑ r, (∑ i ∈ O, v p i r i) • X p r := fun X =>
    Finset.sum_congr rfl fun p _ => Finset.sum_comm.trans (Finset.sum_congr rfl fun r _ =>
      sum_contraction O (fun q s => v p q r s) (X p r))
  have D2 : ∀ X : ι → ι → A, ∑ p, ∑ q, ∑ r, ∑ s, v p q r s • contraction O p r • X q s =
      ∑ p, ∑ r, (∑ i ∈ O, v p i r i) • X p r := by
    intro X
    rw [← D1 X]
    refine Finset.sum_comm.trans (Finset.sum_congr rfl fun p _ => Finset.sum_congr rfl fun q _ =>
      Finset.sum_comm.trans (Finset.sum_congr rfl fun r _ => Finset.sum_congr rfl fun s _ => ?_))
    rw [hv₁ q p s r, hv₂ p q s r, neg_neg]
  have D3 : ∀ X : ι → ι → A, ∑ p, ∑ q, ∑ r, ∑ s, v p q r s • contraction O p s • X q r =
      -∑ p, ∑ r, (∑ i ∈ O, v p i r i) • X p r := by
    intro X
    rw [← D1 X]
    simp only [← Finset.sum_neg_distrib]
    refine Finset.sum_comm.trans (Finset.sum_congr rfl fun p _ => Finset.sum_congr rfl fun q _ =>
      Finset.sum_congr rfl fun r _ => Finset.sum_congr rfl fun s _ => ?_)
    rw [hv₁ q p r s, neg_smul]
  have D4 : ∀ X : ι → ι → A, ∑ p, ∑ q, ∑ r, ∑ s, v p q r s • contraction O q r • X p s =
      -∑ p, ∑ r, (∑ i ∈ O, v p i r i) • X p r := by
    intro X
    rw [← D1 X]
    simp only [← Finset.sum_neg_distrib]
    refine Finset.sum_congr rfl fun p _ => Finset.sum_congr rfl fun q _ =>
      Finset.sum_comm.trans (Finset.sum_congr rfl fun r _ => Finset.sum_congr rfl fun s _ => ?_)
    rw [hv₂ p q s r, neg_smul]
  -- Wick's theorem, solved for the bare operator strings
  have w2 : ∀ p q, c p * a q =
      normalOrder [cre O c p, ann O a q] + contraction O p q • (1 : A) := by
    intro p q
    rw [wick_pair hc]
    abel
  have w4 : ∀ p q r s, c p * c q * a s * a r =
      normalOrder [cre O c p, cre O c q, ann O a s, ann O a r]
      + contraction O q s • normalOrder [cre O c p, ann O a r]
      + contraction O p r • normalOrder [cre O c q, ann O a s]
      - contraction O p s • normalOrder [cre O c q, ann O a r]
      - contraction O q r • normalOrder [cre O c p, ann O a s]
      + contraction O q s • contraction O p r • (1 : A)
      - contraction O q r • contraction O p s • (1 : A) := by
    intro p q r s
    rw [wick_four hc]
    module
  simp only [hamiltonian, refEnergy, fock, w4]
  simp only [w2, smul_add, smul_sub, add_smul, Finset.sum_add_distrib, Finset.sum_sub_distrib]
  simp only [D1, D2, D3, D4]
  simp only [sum_contraction]
  module
```

## An expectation value in the matching determinant

`IsReference` describes ω(x) = ⟨Φ|x|Φ⟩ for the determinant Φ with occupied set `O`: ω is linear, ω(1) = 1, and it vanishes when a quasiparticle annihilator stands at the far right or a creator at the far left. Positivity is not required.

```lean
/-- `ω` is a normalised expectation value in the reference determinant with occupied set `O`:
it vanishes on quasiparticle annihilators at the right and quasiparticle creators at the left. -/
structure IsReference (O : Finset ι) (a c : ι → A) (ω : A →ₗ[ℂ] ℂ) : Prop where
  norm_one : ω 1 = 1
  ann_right : ∀ p, p ∉ O → ∀ x, ω (x * a p) = 0
  cre_right : ∀ p, p ∈ O → ∀ x, ω (x * c p) = 0
  cre_left : ∀ p, p ∉ O → ∀ x, ω (c p * x) = 0
  ann_left : ∀ p, p ∈ O → ∀ x, ω (a p * x) = 0
```

The first operator of a normal-ordered string ends up at exactly one of these places, so the string has expectation value zero.

```lean
omit [Fintype ι] in
/-- A normal-ordered string that begins with some `a_p†` or `a_p` has zero expectation value
in the reference determinant. -/
theorem expectation_normalOrder {O : Finset ι} {a c : ι → A} {ω : A →ₗ[ℂ] ℂ}
    (hω : IsReference O a c ω) (p : ι) (l : List (A × A)) :
    ω (normalOrder (cre O c p :: l)) = 0 ∧ ω (normalOrder (ann O a p :: l)) = 0 := by
  by_cases hp : p ∈ O
  · have e : normalOrder (ann O a p :: l) = a p * normalOrder l := by
      simp [normalOrder, ann, hp]
    rw [(normalOrder_cre_cons O c p l).1 hp, e, ← mul_assoc]
    exact ⟨hω.cre_right p hp _, hω.ann_left p hp _⟩
  · have e : normalOrder (ann O a p :: l) = (-1) ^ l.length * (normalOrder l * a p) := by
      simp [normalOrder, ann, hp]
    rw [(normalOrder_cre_cons O c p l).2 hp, e, ← mul_assoc]
    exact ⟨hω.cre_left p hp _, hω.ann_right p hp _⟩
```

Applying ω to the normal-ordered Hamiltonian therefore leaves ω(H) = E0. The determinant has to match `O`: with only mode 0 occupied, E0 = h_00, since v_0000 = 0, but the vacuum expectation value of H is 0, so the two differ whenever h_00 ≠ 0.

```lean
/-- For `v` antisymmetric in each index pair, the expectation value of the Hamiltonian in the
reference determinant is `E0`. -/
theorem expectation_hamiltonian {O : Finset ι} {a c : ι → A} {ω : A →ₗ[ℂ] ℂ}
    (hc : CAR a c) (hω : IsReference O a c ω) (h : ι → ι → ℂ) (v : ι → ι → ι → ι → ℂ)
    (hv₁ : ∀ p q r s, v p q r s = -v q p r s) (hv₂ : ∀ p q r s, v p q r s = -v p q s r) :
    ω (hamiltonian a c h v) = refEnergy O h v := by
  have hz : ∀ p l, ω (normalOrder (cre O c p :: l)) = 0 :=
    fun p l => (expectation_normalOrder hω p l).1
  rw [hamiltonian_eq_normalOrdered hc O h v hv₁ hv₂]
  simp only [map_add, map_sum, map_smul, hz, hω.norm_one, Finset.sum_const_zero,
    add_zero, smul_eq_mul, mul_one, mul_zero]
```

Two fermionic modes provide a concrete case. Their 4 × 4 matrices satisfy the anticommutation relations, and the diagonal element at |10⟩ is a reference expectation value with mode 0 occupied. The proof checks the conditions by matrix entries.

```lean
/-- The annihilators of two fermionic modes as 4 × 4 matrices in the occupation basis
`|00⟩, |01⟩, |10⟩, |11⟩`. -/
def twoMode : Fin 2 → Matrix (Fin 4) (Fin 4) ℂ :=
  ![!![0, 0, 1, 0; 0, 0, 0, 1; 0, 0, 0, 0; 0, 0, 0, 0],
    !![0, 1, 0, 0; 0, 0, 0, 0; 0, 0, 0, -1; 0, 0, 0, 0]]

/-- The two-mode matrices and their adjoints satisfy the anticommutation relations, and the
diagonal matrix element at `|10⟩` is a reference expectation value with mode 0 occupied. -/
theorem twoMode_witness :
    CAR twoMode (fun p => (twoMode p)ᴴ) ∧
    IsReference {0} twoMode (fun p => (twoMode p)ᴴ) (Matrix.entryLinearMap ℂ ℂ 2 2) := by
  refine ⟨⟨?_, ?_, ?_⟩, ⟨?_, ?_, ?_, ?_, ?_⟩⟩
  · intro p q
    ext i j
    fin_cases p <;> fin_cases q <;> fin_cases i <;> fin_cases j <;>
      simp [twoMode]
  · intro p q
    ext i j
    fin_cases p <;> fin_cases q <;> fin_cases i <;> fin_cases j <;>
      simp [twoMode, Matrix.mul_apply, Fin.sum_univ_four]
  · intro p q
    ext i j
    fin_cases p <;> fin_cases q <;> fin_cases i <;> fin_cases j <;>
      simp [-Matrix.cons_mul, twoMode, Matrix.mul_apply, Fin.sum_univ_four]
  · simp
  all_goals
    intro p hp x
    fin_cases p <;>
      simp [-Matrix.cons_mul, twoMode, Matrix.mul_apply, Fin.sum_univ_four] at hp ⊢

end

end NormalOrderedHamiltonian
```

```lean
#print axioms NormalOrderedHamiltonian.hamiltonian_eq_normalOrdered
-- 'NormalOrderedHamiltonian.hamiltonian_eq_normalOrdered' depends on axioms: [propext, Classical.choice, Quot.sound]
#print axioms NormalOrderedHamiltonian.expectation_hamiltonian
-- 'NormalOrderedHamiltonian.expectation_hamiltonian' depends on axioms: [propext, Classical.choice, Quot.sound]
```
